# For invertible G and scattering denominators, average scattering vanishes exactly when G is the average Green function of the embedded sites

Put a site of energy 1/2 into an effective medium with self-energy S = -i/2 and local Green function G = -i. The site differs from the medium by v = 1/2 + i/2, and its scattering amplitude v/(1 - vG) is 1. A site of energy -1/2 scatters with amplitude -1, so in a half-and-half alloy the scattering averages to zero. The Green functions of the two embedded sites are -i - 1 and -i + 1, and their average is -i, which is the medium's G again.

I have seen the coherent potential approximation (CPA) stated both ways: zero average scattering, or a medium that reproduces the averaged Green function. Are these the same condition for any finite number of species, and for several orbitals per site? Which quantities must be nonzero? I would like a full derivation and a proof checked in Lean.

## Both conditions say that G²⟨T⟩ = 0

They are the same condition once G and every scattering denominator are nonzero, or invertible in the matrix case. Let species k have site energy e_k and weight p_k, with Σ p_k = 1. Write v_k = e_k - S and T_k = v_k/(1 - v_k G). The inverse Green function of an embedded site is

1/G + S - e_k = 1/G - v_k = (1 - v_k G)/G.

Inverting it gives

1/(1/G + S - e_k) = G/(1 - v_k G) = G + G² T_k,

where the last step holds because 1 + G T_k = 1/(1 - v_k G). Now average with the weights and write ⟨T⟩ = Σ p_k T_k:

Σ p_k/(1/G + S - e_k) = G + G²⟨T⟩.

The left side equals G exactly when G²⟨T⟩ = 0, and since G ≠ 0 this means ⟨T⟩ = 0.

For several orbitals, G, S and the site energies E_k are matrices and the order of factors matters. With V = E_k - S, M = (1 - GV)⁻¹ and T = VM, the definition of M gives M = 1 + GVM. Hence

G + GTG = (1 + GVM)G = MG,

(G⁻¹ - V)MG = G⁻¹(1 - GV)MG = 1.

So (G⁻¹ - V)⁻¹ = G + GTG. The average is G + G⟨T⟩G, and multiplying G⟨T⟩G = 0 by G⁻¹ on both sides leaves ⟨T⟩ = 0.

## Two species, and the Bethe lattice

For energies a and b with weights p and 1 - p, putting ⟨T⟩ = 0 over a common denominator gives

p(a - S) + (1 - p)(b - S) - (a - S)G(b - S) = 0,

S = pa + (1 - p)b - (a - S)G(b - S).

On the Bethe lattice with infinite coordination and scaled hopping t, the surroundings act on a site through t²G. A uniform medium at complex energy z then obeys

G(z - S - t²G) = 1.

This forces G ≠ 0 and 1/G + S - e_k = z - e_k - t²G. It also gives

1 - (e_k - S)G = G(z - e_k - t²G).

If Im z > 0 and Im G ≤ 0, the last bracket has imaginary part Im z - t² Im G > 0, so no denominator vanishes. The CPA condition becomes

G = Σ p_k/(z - e_k - t²G).

## What the Lean theorems say

`siteT G v` is the amplitude T, and `averageT p e S G` is ⟨T⟩ for real weights and energies. The species are indexed by a finite type `ι`. The weights must sum to one but need not be positive, so probabilities are a special case. S and G are complex numbers at one fixed energy.

`cpa_iff` is the scalar equivalence. `cpa_matrix_iff` is the version for complex matrices of any finite size, where `IsUnit (...).det` expresses invertibility. `binary_cpa_iff` is the two-species formula, and it does not need G ≠ 0.

In `bethe_cpa_iff` the medium equation is the hypothesis `hD`. It stands for the infinite-coordination lattice, which is not itself constructed. The condition `hIm` is the sign of a retarded Green function. `bethe_cpa_witness` is the opening example, with t = 1/2 and z = i/4.

The theorems relate two forms of the CPA condition. They do not say how accurate the approximation is, or whether a solution exists or is unique in general. For non-interacting electrons with site-diagonal disorder and finitely many species, an alloy code can therefore test convergence on either the average scattering or the Green-function mismatch. The tolerances are not interchangeable, because the mismatch is G²⟨T⟩, or G⟨T⟩G for matrices: where G is small, a small mismatch does not ensure a small ⟨T⟩.

```lean
import Mathlib

open Matrix

namespace CoherentPotential

noncomputable section

/-- Scattering amplitude `v / (1 - v G)` of a site whose energy differs by `v` from that of a
medium with local Green function `G`; its domain is `1 - v G ≠ 0`. -/
def siteT (G v : ℂ) : ℂ := v / (1 - v * G)

/-- Average scattering amplitude of sites with energies `e k` and weights `p k` in a medium
with self-energy `S` and local Green function `G`; its domain is `1 - (e k - S) G ≠ 0`
for all `k`. -/
def averageT {ι : Type*} [Fintype ι] (p e : ι → ℝ) (S G : ℂ) : ℂ :=
  ∑ k, (p k : ℂ) * siteT G (e k - S)

/-- Multi-orbital scattering matrix `V (1 - G V)⁻¹` of a site that differs by `V` from the
medium; its domain is `1 - G V` invertible. -/
def siteTMatrix {n : Type*} [Fintype n] [DecidableEq n] (G V : Matrix n n ℂ) :
    Matrix n n ℂ := V * (1 - G * V)⁻¹

/-- The Green function of a site embedded in the medium is that of the medium plus a single
scattering correction, if `G` and `1 - (e - S) G` are nonzero. -/
theorem embedded_green (G S e : ℂ) (hG : G ≠ 0) (h : 1 - (e - S) * G ≠ 0) :
    1 / (1 / G + S - e) = G + G ^ 2 * siteT G (e - S) := by
  have hinv : 1 / G * G = 1 := by field_simp
  have hden : 1 / G + S - e = (1 - (e - S) * G) / G := by
    rw [eq_div_iff hG]
    linear_combination hinv
  have hc : (e - S) / (1 - (e - S) * G) * (1 - (e - S) * G) = e - S :=
    div_mul_cancel₀ _ h
  rw [hden, one_div_div, div_eq_iff h]
  unfold siteT
  linear_combination (-G ^ 2) * hc

/-- CPA condition: for weights summing to one, `G ≠ 0` and nonzero scattering denominators,
the average scattering vanishes exactly when the medium's Green function is the average of
the Green functions of the embedded sites. -/
theorem cpa_iff {ι : Type*} [Fintype ι] (p e : ι → ℝ) (S G : ℂ) (hp : ∑ k, p k = 1)
    (hG : G ≠ 0) (h : ∀ k, 1 - ((e k : ℂ) - S) * G ≠ 0) :
    averageT p e S G = 0 ↔ G = ∑ k, (p k : ℂ) / (1 / G + S - e k) := by
  have hp' : ∑ k, (p k : ℂ) = 1 := by exact_mod_cast hp
  -- the averaged Green function is `G + G² ⟨T⟩`
  have key : ∑ k, (p k : ℂ) / (1 / G + S - e k) = G + G ^ 2 * averageT p e S G := by
    have hk : ∀ k, (p k : ℂ) / (1 / G + S - e k)
        = (p k : ℂ) * G + G ^ 2 * ((p k : ℂ) * siteT G (e k - S)) := by
      intro k
      rw [div_eq_mul_one_div (p k : ℂ), embedded_green G S (e k) hG (h k)]
      ring
    rw [Finset.sum_congr rfl (fun k _ => hk k), Finset.sum_add_distrib, ← Finset.sum_mul,
      ← Finset.mul_sum, hp', one_mul]
    rfl
  rw [key]
  constructor
  · intro hT
    rw [hT, mul_zero, add_zero]
  · intro hT
    have h0 : G ^ 2 * averageT p e S G = 0 := by linear_combination -hT
    exact (mul_eq_zero.mp h0).resolve_left (pow_ne_zero 2 hG)

/-- Multi-orbital embedding: if `G` and `1 - G V` are invertible, the Green function of a site
that differs by `V` from the medium is `G + G T G`. -/
theorem embedded_green_matrix {n : Type*} [Fintype n] [DecidableEq n]
    (G V : Matrix n n ℂ) (hG : IsUnit G.det) (h : IsUnit (1 - G * V).det) :
    (G⁻¹ - V)⁻¹ = G + G * siteTMatrix G V * G := by
  unfold siteTMatrix
  have hM : (1 - G * V) * (1 - G * V)⁻¹ = 1 := Matrix.mul_nonsing_inv _ h
  generalize (1 - G * V)⁻¹ = M at hM ⊢
  have hM' : M = 1 + G * V * M := by
    have h1 := hM
    rw [sub_mul, one_mul] at h1
    exact sub_eq_iff_eq_add.mp h1
  have h2 : G + G * (V * M) * G = M * G := by
    calc G + G * (V * M) * G = (1 + G * V * M) * G := by noncomm_ring
      _ = M * G := by rw [← hM']
  have h3 : G⁻¹ - V = G⁻¹ * (1 - G * V) := by
    rw [mul_sub, mul_one, ← mul_assoc, Matrix.nonsing_inv_mul G hG, one_mul]
  rw [h2]
  apply Matrix.inv_eq_right_inv
  calc (G⁻¹ - V) * (M * G) = G⁻¹ * ((1 - G * V) * M) * G := by
        rw [h3]
        simp only [mul_assoc]
    _ = 1 := by rw [hM, mul_one, Matrix.nonsing_inv_mul G hG]

/-- Multi-orbital CPA condition: for weights summing to one and invertible `G` and
`1 - G (E k - S)`, the average scattering matrix vanishes exactly when `G` is the average of
the Green functions of the embedded sites. -/
theorem cpa_matrix_iff {ι n : Type*} [Fintype ι] [Fintype n] [DecidableEq n]
    (p : ι → ℝ) (E : ι → Matrix n n ℂ) (S G : Matrix n n ℂ) (hp : ∑ k, p k = 1)
    (hG : IsUnit G.det) (h : ∀ k, IsUnit (1 - G * (E k - S)).det) :
    ∑ k, (p k : ℂ) • siteTMatrix G (E k - S) = 0 ↔
      G = ∑ k, (p k : ℂ) • (G⁻¹ + S - E k)⁻¹ := by
  have hp' : ∑ k, (p k : ℂ) = 1 := by exact_mod_cast hp
  have key : ∑ k, (p k : ℂ) • (G⁻¹ + S - E k)⁻¹
      = G + G * (∑ k, (p k : ℂ) • siteTMatrix G (E k - S)) * G := by
    have hk : ∀ k, (p k : ℂ) • (G⁻¹ + S - E k)⁻¹
        = (p k : ℂ) • G + G * ((p k : ℂ) • siteTMatrix G (E k - S)) * G := by
      intro k
      have hs : G⁻¹ + S - E k = G⁻¹ - (E k - S) := by abel
      rw [hs, embedded_green_matrix G _ hG (h k), smul_add, mul_smul_comm, smul_mul_assoc]
    rw [Finset.sum_congr rfl (fun k _ => hk k), Finset.sum_add_distrib, ← Finset.sum_smul,
      hp', one_smul, Finset.mul_sum, Finset.sum_mul]
  rw [key]
  generalize ∑ k, (p k : ℂ) • siteTMatrix G (E k - S) = A
  constructor
  · intro hA
    rw [hA, mul_zero, zero_mul, add_zero]
  · intro hA
    have h0 : G * A * G = 0 :=
      add_left_cancel (a := G) (by rw [add_zero]; exact hA.symm)
    -- strip the invertible `G` from both sides
    calc A = (G⁻¹ * G) * A * (G * G⁻¹) := by
          rw [Matrix.nonsing_inv_mul G hG, Matrix.mul_nonsing_inv G hG, one_mul, mul_one]
      _ = G⁻¹ * (G * A * G) * G⁻¹ := by simp only [mul_assoc]
      _ = 0 := by rw [h0, mul_zero, zero_mul]

/-- Binary alloy: for nonzero scattering denominators, the CPA condition says that the
self-energy is the mean site energy minus `(a - S) G (b - S)`. -/
theorem binary_cpa_iff (p a b : ℝ) (S G : ℂ) (ha : 1 - ((a : ℂ) - S) * G ≠ 0)
    (hb : 1 - ((b : ℂ) - S) * G ≠ 0) :
    (p : ℂ) * siteT G (a - S) + (1 - (p : ℂ)) * siteT G (b - S) = 0 ↔
      S = p * a + (1 - p) * b - (a - S) * G * (b - S) := by
  unfold siteT
  rw [← mul_div_assoc, ← mul_div_assoc, div_add_div _ _ ha hb, div_eq_zero_iff,
    or_iff_left (mul_ne_zero ha hb)]
  constructor
  · intro h
    linear_combination -h
  · intro h
    linear_combination -h

/-- Bethe lattice: let the medium obey `G (z - S - t² G) = 1` with `Im z > 0` and `Im G ≤ 0`,
and let the weights sum to one. Then the average scattering vanishes exactly when
`G = ∑ p k / (z - e k - t² G)`. -/
theorem bethe_cpa_iff {ι : Type*} [Fintype ι] (p e : ι → ℝ) (t : ℝ) (z S G : ℂ)
    (hp : ∑ k, p k = 1) (hz : 0 < z.im) (hIm : G.im ≤ 0)
    (hD : G * (z - S - (t : ℂ) ^ 2 * G) = 1) :
    averageT p e S G = 0 ↔ G = ∑ k, (p k : ℂ) / (z - e k - (t : ℂ) ^ 2 * G) := by
  have hG : G ≠ 0 := by
    intro h0
    rw [h0, zero_mul] at hD
    exact zero_ne_one hD
  -- the cavity denominators lie in the upper half-plane
  have hw : ∀ k, z - (e k : ℂ) - (t : ℂ) ^ 2 * G ≠ 0 := by
    intro k h0
    have him := congrArg Complex.im h0
    rw [← Complex.ofReal_pow, Complex.sub_im, Complex.sub_im, Complex.ofReal_im,
      Complex.im_ofReal_mul, Complex.zero_im] at him
    have := mul_nonneg (sq_nonneg t) (neg_nonneg.mpr hIm)
    linarith
  have hden : ∀ k, 1 - ((e k : ℂ) - S) * G ≠ 0 := by
    intro k
    have hk : 1 - ((e k : ℂ) - S) * G = G * (z - e k - (t : ℂ) ^ 2 * G) := by
      linear_combination -hD
    rw [hk]
    exact mul_ne_zero hG (hw k)
  have hinv : 1 / G = z - S - (t : ℂ) ^ 2 * G := by
    rw [div_eq_iff hG]
    linear_combination -hD
  have hd : ∀ k, 1 / G + S - (e k : ℂ) = z - e k - (t : ℂ) ^ 2 * G := by
    intro k
    linear_combination hinv
  have hmain := cpa_iff p e S G hp hG hden
  simp only [hd] at hmain
  exact hmain

/-- An equimolar alloy with site energies `1/2` and `-1/2` on the Bethe lattice with `t = 1/2`
at `z = i/4`: `G = -i` and `S = -i/2` satisfy the medium equation and the CPA condition. -/
theorem bethe_cpa_witness :
    (-Complex.I) * (Complex.I / 4 - (-Complex.I / 2) - (1 / 2) ^ 2 * (-Complex.I)) = 1 ∧
    1 / 2 * siteT (-Complex.I) (1 / 2 - (-Complex.I / 2)) +
      1 / 2 * siteT (-Complex.I) (-1 / 2 - (-Complex.I / 2)) = 0 := by
  constructor
  · linear_combination -Complex.I_mul_I
  · have d1 : 1 - (1 / 2 - (-Complex.I / 2)) * (-Complex.I) = 1 / 2 - (-Complex.I / 2) := by
      linear_combination (1 / 2) * Complex.I_mul_I
    have d2 : 1 - (-1 / 2 - (-Complex.I / 2)) * (-Complex.I)
        = -(-1 / 2 - (-Complex.I / 2)) := by
      linear_combination (1 / 2) * Complex.I_mul_I
    have n1 : 1 / 2 - (-Complex.I / 2) ≠ 0 := fun h => by
      rw [h] at d1
      simp at d1
    have n2 : -1 / 2 - (-Complex.I / 2) ≠ 0 := fun h => by
      rw [h] at d2
      simp at d2
    -- the two species scatter with amplitudes `1` and `-1`
    unfold siteT
    rw [d1, d2, div_self n1, div_neg, div_self n2]
    ring

end

end CoherentPotential
```

```lean
#print axioms CoherentPotential.cpa_matrix_iff
-- 'CoherentPotential.cpa_matrix_iff' depends on axioms: [propext, Classical.choice, Quot.sound]
#print axioms CoherentPotential.binary_cpa_iff
-- 'CoherentPotential.binary_cpa_iff' depends on axioms: [propext, Classical.choice, Quot.sound]
#print axioms CoherentPotential.bethe_cpa_iff
-- 'CoherentPotential.bethe_cpa_iff' depends on axioms: [propext, Classical.choice, Quot.sound]
```

## From the algebra to the Lean proof

`embedded_green` writes the inverse Green function over G (`hden`), inverts it and closes the identity with `linear_combination`. In `cpa_iff`, the step `key` is the averaged formula G + G²⟨T⟩. The forward direction substitutes ⟨T⟩ = 0, and the reverse one cancels G² with `mul_eq_zero`.

`embedded_green_matrix` names the inverse `M`, derives `hM'`, which is M = 1 + GVM, and checks that MG is a right inverse of G⁻¹ - V. For square matrices `Matrix.inv_eq_right_inv` then identifies it as the inverse. The closing `calc` of `cpa_matrix_iff` strips G from both sides.

`binary_cpa_iff` combines the two fractions with `div_add_div` and compares numerators. In `bethe_cpa_iff`, `hw` is the imaginary-part argument, `hden` transfers it to the scattering denominators, and `hd` rewrites the result of `cpa_iff`. For the example, `d1` and `d2` show that each denominator equals plus or minus its numerator, which gives the amplitudes 1 and -1.

## An update for a medium that is not yet self-consistent

Reading the formula for the scattering amplitude backwards gives a neighbouring result. If ⟨T⟩ ≠ 0, look for a single effective site energy S′ that scatters with exactly this amplitude in the present medium. Solving (S′ - S)/(1 - (S′ - S)G) = ⟨T⟩ gives

S′ = S + ⟨T⟩/(1 + G⟨T⟩),

provided 1 + G⟨T⟩ ≠ 0. This is the average T-matrix update of the self-energy, and it leaves S unchanged exactly when the CPA condition holds.
